# A Residual Bound for Hermitian Generalized Eigenproblems with Positive Definite Overlap

Let H be a Hermitian matrix and S a Hermitian positive definite matrix over the same finite basis. For a nonzero vector x and a real number θ, put r = Hx − θSx. Then Hc = ESc has a generalized eigenvalue E with

(E − θ)² ⟨x, Sx⟩ ≤ ⟨r, S⁻¹r⟩.

Here ⟨a, b⟩ = Σᵢ āᵢbᵢ, and Mᴴ denotes the conjugate transpose of M. In electronic structure, S is the overlap matrix of nonorthogonal basis functions, and the bound gives an interval around a trial energy θ that contains an exact eigenvalue of the fixed, finite matrix problem. It doesn't say which eigenvalue that is, and it doesn't measure basis-set error or rounding.

## Derivation in generalized normal modes

Diagonalize the overlap: SU = U diag(s), with U unitary. Each sᵢ is the value of ⟨u, Su⟩ at the i-th column u of U, so sᵢ > 0. Then R = U diag(1/√sᵢ) satisfies RᴴSR = 1. The matrix RᴴHR is Hermitian, so a unitary V diagonalizes it, with real eigenvalues eᵢ. For C = RV,

CᴴSC = 1 and CᴴHC = diag(e).

Because the matrices are square, the first identity also gives CCᴴS = 1 and SCCᴴ = 1. Hence S⁻¹ = CCᴴ, and

HC = (SCCᴴ)HC = SC diag(e).

The columns of C are therefore generalized eigenvectors with eigenvalues eᵢ. They are nonzero because C is invertible.

Write x = Cy, with y = CᴴSx. Then

⟨x, Sx⟩ = ⟨y, CᴴSCy⟩ = Σᵢ |yᵢ|²,

(Cᴴr)ᵢ = (CᴴHCy − θCᴴSCy)ᵢ = (eᵢ − θ)yᵢ,

⟨r, S⁻¹r⟩ = ⟨Cᴴr, Cᴴr⟩ = Σᵢ (eᵢ − θ)²|yᵢ|².

Let eₖ be a mode energy nearest to θ. Replacing every (eᵢ − θ)² by the smaller or equal (eₖ − θ)² gives the bound with E = eₖ.

## Forms, overlap and residual in Lean

The index type `n` labels the basis functions.

```lean
import Mathlib

open Matrix

namespace GeneralizedResidualBound

noncomputable section

variable {n : Type*} [Fintype n]
```

The definition `quad M x` takes the real part of ⟨x, Mx⟩. For Hermitian M the form is already real, so nothing is lost.

```lean
/-- The real part of the quadratic form `⟨x, M x⟩`. -/
def quad (M : Matrix n n ℂ) (x : n → ℂ) : ℝ := (star x ⬝ᵥ (M *ᵥ x)).re
```

Positive definiteness is assumed of the overlap. Physically, it says that the basis functions are linearly independent.

```lean
/-- An overlap matrix: Hermitian and positive definite. -/
def IsOverlap (S : Matrix n n ℂ) : Prop :=
  S.IsHermitian ∧ ∀ x : n → ℂ, x ≠ 0 → 0 < quad S x
```

A generalized eigenvalue is a real E with a nonzero solution c, and the residual is r as above.

```lean
/-- The real number `E` solves `H c = E S c` for some nonzero `c`. -/
def IsGenEigenvalue (H S : Matrix n n ℂ) (E : ℝ) : Prop :=
  ∃ c : n → ℂ, c ≠ 0 ∧ H *ᵥ c = (E : ℂ) • (S *ᵥ c)

/-- The residual `r = H x - θ S x` of a trial vector `x` and trial energy `θ`. -/
def residual (H S : Matrix n n ℂ) (x : n → ℂ) (θ : ℝ) : n → ℂ :=
  H *ᵥ x - (θ : ℂ) • (S *ᵥ x)
```

## Changing basis and diagonalizing

The first lemma is ⟨y, CᴴMCy⟩ = ⟨Cy, MCy⟩. The next two evaluate the form of a real diagonal matrix and of the identity as sums over |yᵢ|².

```lean
/-- A change of basis `C` turns the form of `M` into the form of `Cᴴ M C`. -/
theorem quad_congr (M C : Matrix n n ℂ) (y : n → ℂ) :
    quad (Cᴴ * M * C) y = quad M (C *ᵥ y) := by
  unfold quad
  rw [star_mulVec, ← mulVec_mulVec, ← mulVec_mulVec, dotProduct_mulVec (star y) Cᴴ]

variable [DecidableEq n] {H S C : Matrix n n ℂ} {e : n → ℝ}

/-- The form of a real diagonal matrix at `y` is the sum of its diagonal entries weighted by
`|yᵢ|²`. -/
theorem quad_diagonal (d : n → ℝ) (y : n → ℂ) :
    quad (diagonal fun i => (d i : ℂ)) y = ∑ i, d i * Complex.normSq (y i) := by
  unfold quad
  simp only [dotProduct, mulVec_diagonal, Complex.re_sum, Pi.star_apply]
  refine Finset.sum_congr rfl fun i _ => ?_
  simp only [Complex.star_def, Complex.mul_re, Complex.mul_im, Complex.conj_re,
    Complex.conj_im, Complex.ofReal_re, Complex.ofReal_im, Complex.normSq_apply]
  ring

private theorem quad_one (y : n → ℂ) :
    quad (1 : Matrix n n ℂ) y = ∑ i, Complex.normSq (y i) := by
  have h := quad_diagonal (fun _ => (1 : ℝ)) y
  simpa using h
```

Mathlib's spectral theorem supplies the unitary eigenvector matrix and the real eigenvalues of a Hermitian matrix. The lemma below restates it as the matrix equation AU = U diag(s).

```lean
private theorem hermitian_modes {A : Matrix n n ℂ} (hA : A.IsHermitian) :
    ∃ (U : Matrix n n ℂ) (s : n → ℝ),
      Uᴴ * U = 1 ∧ A * U = U * diagonal fun i => (s i : ℂ) := by
  refine ⟨hA.eigenvectorUnitary, hA.eigenvalues, ?_, ?_⟩
  · exact mem_unitaryGroup_iff'.mp hA.eigenvectorUnitary.2
  · refine Matrix.ext fun i j => ?_
    have h := congrFun (hA.mulVec_eigenvectorBasis j) i
    have h' : (A * (hA.eigenvectorUnitary : Matrix n n ℂ)) i j
        = (A *ᵥ (hA.eigenvectorBasis j).ofLp) i := by
      simp [Matrix.mul_apply, mulVec, dotProduct, IsHermitian.eigenvectorUnitary_apply]
    refine h'.trans (h.trans ?_)
    rw [mul_diagonal]
    simp [mul_comm, IsHermitian.eigenvectorUnitary_apply]
```

The construction of C uses that lemma twice, once for S and once for RᴴHR. The step `hs` proves sᵢ > 0 by testing S on a column of U, and `D` holds the factors 1/√sᵢ.

```lean
/-- One matrix `C` brings the overlap to the identity and the Hamiltonian to real
diagonal form. -/
theorem exists_modes (hH : H.IsHermitian) (hS : IsOverlap S) :
    ∃ (C : Matrix n n ℂ) (e : n → ℝ),
      Cᴴ * S * C = 1 ∧ Cᴴ * H * C = diagonal fun i => (e i : ℂ) := by
  obtain ⟨U, s, hU, hSU⟩ := hermitian_modes hS.1
  have hUSU : Uᴴ * S * U = diagonal fun i => (s i : ℂ) := by
    rw [Matrix.mul_assoc, hSU, ← Matrix.mul_assoc, hU, Matrix.one_mul]
  -- the eigenvalues of the overlap are positive
  have hs : ∀ i, 0 < s i := by
    intro i
    have hne : U *ᵥ (Pi.single i 1 : n → ℂ) ≠ 0 := by
      intro h0
      have h1 := congrArg (fun v => (Uᴴ *ᵥ v) i) h0
      simp only [mulVec_mulVec, hU, one_mulVec, mulVec_zero] at h1
      simp at h1
    have h := hS.2 _ hne
    rw [← quad_congr, hUSU, quad_diagonal] at h
    simpa [Pi.single_apply, apply_ite] using h
  -- rescaled eigenvectors orthonormalize the basis
  obtain ⟨R, hR⟩ : ∃ R : Matrix n n ℂ, Rᴴ * S * R = 1 := by
    let D : Matrix n n ℂ := diagonal fun i => (((√(s i))⁻¹ : ℝ) : ℂ)
    have hD : Dᴴ = D := (diagonal_conjTranspose _).trans
      (congrArg diagonal (funext fun i => Complex.conj_ofReal _))
    have hDD : D * (diagonal fun i => (s i : ℂ)) * D = 1 := by
      simp only [D]
      rw [diagonal_mul_diagonal, diagonal_mul_diagonal, ← diagonal_one]
      refine congrArg diagonal (funext fun i => ?_)
      have h0 : √(s i) ≠ 0 := (Real.sqrt_pos.2 (hs i)).ne'
      have h1 : (√(s i))⁻¹ * (√(s i) * √(s i)) * (√(s i))⁻¹ = 1 := by field_simp
      rw [Real.mul_self_sqrt (hs i).le] at h1
      exact_mod_cast h1
    refine ⟨U * D, ?_⟩
    calc (U * D)ᴴ * S * (U * D) = D * (Uᴴ * S * U) * D := by
          rw [conjTranspose_mul, hD]; simp only [Matrix.mul_assoc]
      _ = 1 := by rw [hUSU, hDD]
  have hA : (Rᴴ * H * R).IsHermitian := by
    change (Rᴴ * H * R)ᴴ = _
    rw [conjTranspose_mul, conjTranspose_mul, conjTranspose_conjTranspose, hH.eq,
      Matrix.mul_assoc]
  obtain ⟨V, e, hV, hAV⟩ := hermitian_modes hA
  refine ⟨R * V, e, ?_, ?_⟩
  · calc (R * V)ᴴ * S * (R * V) = Vᴴ * (Rᴴ * S * R) * V := by
          rw [conjTranspose_mul]; simp only [Matrix.mul_assoc]
      _ = 1 := by rw [hR, Matrix.mul_one, hV]
  · calc (R * V)ᴴ * H * (R * V) = Vᴴ * ((Rᴴ * H * R) * V) := by
          rw [conjTranspose_mul]; simp only [Matrix.mul_assoc]
      _ = _ := by rw [hAV, ← Matrix.mul_assoc, hV, Matrix.one_mul]
```

## From a left inverse to a right inverse

The proof turns on `mul_eq_one_comm`, which says that AB = 1 holds exactly when BA = 1. This is true for square matrices of finite size; on an infinite-dimensional space it can fail, as it does for the one-sided shift on square-summable sequences and its adjoint. What it yields depends on how the product CᴴSC = 1 is bracketed. Read as (CᴴS)C = 1, it gives C(CᴴS) = 1, which provides both the formula for S⁻¹ and the coordinates y.

```lean
private theorem inv_eq_modes (hC : Cᴴ * S * C = 1) : S⁻¹ = C * Cᴴ := by
  apply inv_eq_left_inv
  rw [Matrix.mul_assoc]
  exact mul_eq_one_comm.mp hC

private theorem exists_coords (hC : Cᴴ * S * C = 1) (x : n → ℂ) : ∃ y, x = C *ᵥ y :=
  ⟨(Cᴴ * S) *ᵥ x, by rw [mulVec_mulVec, mul_eq_one_comm.mp hC, one_mulVec]⟩
```

Read as Cᴴ(SC) = 1, it gives SCCᴴ = 1, from which `hHC` obtains HC = SC diag(e). Applying this to the k-th unit vector shows that column k is a generalized eigenvector.

```lean
private theorem mode_eigenvalue (hC : Cᴴ * S * C = 1)
    (hCH : Cᴴ * H * C = diagonal fun i => (e i : ℂ)) (k : n) :
    IsGenEigenvalue H S (e k) := by
  refine ⟨C *ᵥ Pi.single k 1, ?_, ?_⟩
  · intro h0
    have h1 := congrArg (fun v => ((Cᴴ * S) *ᵥ v) k) h0
    simp only [mulVec_mulVec, hC, one_mulVec, mulVec_zero] at h1
    simp at h1
  · have hSC : S * C * Cᴴ = 1 := by
      rw [Matrix.mul_assoc] at hC
      exact mul_eq_one_comm.mp hC
    have hHC : H * C = S * C * diagonal fun i => (e i : ℂ) := by
      rw [← hCH, Matrix.mul_assoc Cᴴ, ← Matrix.mul_assoc (S * C), hSC, Matrix.one_mul]
    have hk : (diagonal fun i => (e i : ℂ)) *ᵥ (Pi.single k 1 : n → ℂ)
        = (e k : ℂ) • (Pi.single k 1 : n → ℂ) := by
      funext i
      rw [mulVec_diagonal]
      by_cases h : i = k
      · subst h; simp
      · simp [h]
    rw [mulVec_mulVec, hHC, ← mulVec_mulVec, hk, mulVec_smul, mulVec_mulVec]
```

## The bound

The expansion of ⟨r, S⁻¹r⟩ follows the calculation by hand: `hr` computes Cᴴr, and `quad_congr` moves Cᴴ from the form onto the vector.

```lean
/-- In generalized normal modes, `⟨r, S⁻¹ r⟩` is the sum of the squared distances of the mode
energies from `θ`, weighted by `|yᵢ|²`, where `C y` is the trial vector. -/
theorem residual_expansion (hC : Cᴴ * S * C = 1)
    (hCH : Cᴴ * H * C = diagonal fun i => (e i : ℂ)) (y : n → ℂ) (θ : ℝ) :
    quad S⁻¹ (residual H S (C *ᵥ y) θ)
      = ∑ i, (e i - θ) ^ 2 * Complex.normSq (y i) := by
  have hinv : S⁻¹ = Cᴴᴴ * 1 * Cᴴ := by
    rw [conjTranspose_conjTranspose, Matrix.mul_one, inv_eq_modes hC]
  have hr : Cᴴ *ᵥ residual H S (C *ᵥ y) θ = fun i => ((e i - θ : ℝ) : ℂ) * y i := by
    have h : Cᴴ *ᵥ residual H S (C *ᵥ y) θ
        = (Cᴴ * H * C) *ᵥ y - (θ : ℂ) • ((Cᴴ * S * C) *ᵥ y) := by
      simp only [residual, mulVec_sub, mulVec_smul, mulVec_mulVec, Matrix.mul_assoc]
    rw [h, hCH, hC]
    funext i
    simp only [Pi.sub_apply, Pi.smul_apply, mulVec_diagonal, one_mulVec, smul_eq_mul,
      Complex.ofReal_sub]
    ring
  rw [hinv, quad_congr, hr, quad_one]
  refine Finset.sum_congr rfl fun i _ => ?_
  rw [Complex.normSq_mul, Complex.normSq_ofReal]
  ring
```

In the main theorem, `Finite.exists_min` selects the nearest mode energy, and the final inequality is compared term by term. The hypothesis x ≠ 0 ensures that there is at least one mode to choose.

```lean
/-- Residual bound in a nonorthogonal basis: some generalized eigenvalue `E` satisfies
`(E - θ)² ⟨x, S x⟩ ≤ ⟨r, S⁻¹ r⟩`. -/
theorem residual_bound (hH : H.IsHermitian) (hS : IsOverlap S) {x : n → ℂ} (hx : x ≠ 0)
    (θ : ℝ) : ∃ E : ℝ, IsGenEigenvalue H S E ∧
      (E - θ) ^ 2 * quad S x ≤ quad S⁻¹ (residual H S x θ) := by
  obtain ⟨i₀, _⟩ := Function.ne_iff.mp hx
  have : Nonempty n := ⟨i₀⟩
  obtain ⟨C, e, hC, hCH⟩ := exists_modes hH hS
  obtain ⟨y, rfl⟩ := exists_coords hC x
  -- choose the mode energy nearest to the trial energy
  obtain ⟨k, hk⟩ := Finite.exists_min fun i => (e i - θ) ^ 2
  refine ⟨e k, mode_eigenvalue hC hCH k, ?_⟩
  rw [residual_expansion hC hCH, ← quad_congr, hC, quad_one, Finset.mul_sum]
  exact Finset.sum_le_sum fun i _ =>
    mul_le_mul_of_nonneg_right (hk i) (Complex.normSq_nonneg _)
```

## Equality and the best trial energy

If Hx = ESx, then r = (E − θ)Sx, and therefore

⟨r, S⁻¹r⟩ = (E − θ)²⟨Sx, x⟩ = (E − θ)²⟨x, Sx⟩.

The bound is thus attained at every θ by a generalized eigenvector with its own eigenvalue. This argument does not need H to be Hermitian, and the Lean proof takes its modes from S alone.

```lean
/-- For a generalized eigenvector with eigenvalue `E`, the two sides of the residual bound
are equal at every trial energy. -/
theorem residual_eq_of_eigenvector (hS : IsOverlap S) {x : n → ℂ} {E : ℝ}
    (h : H *ᵥ x = (E : ℂ) • (S *ᵥ x)) (θ : ℝ) :
    quad S⁻¹ (residual H S x θ) = (E - θ) ^ 2 * quad S x := by
  obtain ⟨C, _, hC, _⟩ := exists_modes hS.1 hS
  have hinv : S⁻¹ * S = 1 := by
    rw [inv_eq_modes hC, Matrix.mul_assoc]
    exact mul_eq_one_comm.mp hC
  have hr : residual H S x θ = S *ᵥ (((E - θ : ℝ) : ℂ) • x) := by
    rw [residual, h, mulVec_smul, Complex.ofReal_sub, sub_smul]
  rw [hr, ← quad_congr, hS.1.eq, Matrix.mul_assoc, hinv, Matrix.mul_one]
  simp only [quad, mulVec_smul, star_smul, smul_dotProduct, dotProduct_smul, smul_eq_mul,
    Complex.star_def, Complex.conj_ofReal, Complex.re_ofReal_mul]
  ring
```

For nonzero x, the condition ⟨x, Hx⟩ = ρ⟨x, Sx⟩ makes ρ the Rayleigh quotient. Expand

(eᵢ − θ)² = (eᵢ − ρ)² + (θ − ρ)² − 2(θ − ρ)(eᵢ − ρ)

and sum with weights |yᵢ|². The last term vanishes because Σᵢ eᵢ|yᵢ|² = ρ Σᵢ |yᵢ|². For fixed nonzero x, ⟨r, S⁻¹r⟩ is therefore smallest at θ = ρ. In the code, `key` is the summed expansion.

```lean
/-- If `ρ` is a Rayleigh quotient of `x`, moving the trial energy from `ρ` to `θ` raises
`⟨r, S⁻¹ r⟩` by exactly `(θ - ρ)² ⟨x, S x⟩`. -/
theorem residual_rayleigh (hH : H.IsHermitian) (hS : IsOverlap S) {x : n → ℂ} {ρ : ℝ}
    (hρ : quad H x = ρ * quad S x) (θ : ℝ) :
    quad S⁻¹ (residual H S x θ)
      = quad S⁻¹ (residual H S x ρ) + (θ - ρ) ^ 2 * quad S x := by
  obtain ⟨C, e, hC, hCH⟩ := exists_modes hH hS
  obtain ⟨y, rfl⟩ := exists_coords hC x
  have hqS : quad S (C *ᵥ y) = ∑ i, Complex.normSq (y i) := by
    rw [← quad_congr, hC, quad_one]
  have hqH : quad H (C *ᵥ y) = ∑ i, e i * Complex.normSq (y i) := by
    rw [← quad_congr, hCH, quad_diagonal]
  rw [hqH, hqS] at hρ
  rw [residual_expansion hC hCH, residual_expansion hC hCH, hqS]
  -- complete the square about the Rayleigh quotient
  have key : ∑ i, (e i - θ) ^ 2 * Complex.normSq (y i)
      = ∑ i, (e i - ρ) ^ 2 * Complex.normSq (y i)
        + (θ - ρ) ^ 2 * ∑ i, Complex.normSq (y i)
        - 2 * (θ - ρ) * (∑ i, e i * Complex.normSq (y i)
          - ρ * ∑ i, Complex.normSq (y i)) := by
    simp only [Finset.mul_sum, ← Finset.sum_add_distrib, ← Finset.sum_sub_distrib]
    exact Finset.sum_congr rfl fun i _ => by ring
  rw [key, hρ]
  ring
```

## Two overlapping orbitals and the wrong norm

Take two normalized orbitals with overlap 1/2, zero diagonal energies and unit coupling.

```lean
/-- Overlap matrix of two normalized orbitals with mutual overlap `1/2`. -/
def pairOverlap : Matrix (Fin 2) (Fin 2) ℂ := !![1, 1/2; 1/2, 1]

/-- Hamiltonian matrix of two orbitals coupled by a unit off-diagonal element. -/
def pairHamiltonian : Matrix (Fin 2) (Fin 2) ℂ := !![0, 1; 1, 0]
```

Adding and subtracting the two rows of Hc = ESc gives

(c₀ + c₁)(3E − 2) = 0 and (c₀ − c₁)(E + 2) = 0,

so E is 2/3 or −2. For x = (1, −1) and θ = −1, we have ⟨x, Sx⟩ = 1 and r = (−1/2, 1/2), hence ⟨r, r⟩ = 1/2. The values of (E − θ)² are 25/9 and 1, both larger than 1/2, so the bound with ⟨r, r⟩ fails for every eigenvalue. The correct quantity is ⟨r, S⁻¹r⟩ = 1, which matches E = −2 exactly.

The Lean proof also verifies the hypotheses on H and S. It obtains positivity from

⟨x, Sx⟩ = (|x₀ + x₁|² + |x₀|² + |x₁|²)/2.

The equations `hp` and `hm` are the two decoupled equations above.

```lean
/-- For the orbital pair with `x = (1, -1)` and `θ = -1`, the bound with `⟨r, r⟩` in place
of `⟨r, S⁻¹ r⟩` fails for every generalized eigenvalue. -/
theorem naive_bound_fails :
    pairHamiltonian.IsHermitian ∧ IsOverlap pairOverlap ∧
    ∀ E : ℝ, IsGenEigenvalue pairHamiltonian pairOverlap E →
      quad 1 (residual pairHamiltonian pairOverlap ![1, -1] (-1))
        < (E - (-1)) ^ 2 * quad pairOverlap ![1, -1] := by
  refine ⟨?_, ⟨?_, ?_⟩, ?_⟩
  · refine Matrix.ext fun i j => ?_
    fin_cases i <;> fin_cases j <;> simp [pairHamiltonian]
  · refine Matrix.ext fun i j => ?_
    fin_cases i <;> fin_cases j <;> simp [pairOverlap]
  · intro x hx
    have hq : quad pairOverlap x = (Complex.normSq (x 0 + x 1)
        + Complex.normSq (x 0) + Complex.normSq (x 1)) / 2 := by
      simp [quad, pairOverlap, mulVec, dotProduct, Fin.sum_univ_two, Complex.normSq_apply]
      ring
    rw [hq]
    have a := Complex.normSq_nonneg (x 0 + x 1)
    have b := Complex.normSq_nonneg (x 0)
    have c := Complex.normSq_nonneg (x 1)
    by_cases h0 : x 0 = 0
    · have h1 : x 1 ≠ 0 := fun h1 => hx (by
        funext i
        fin_cases i
        exacts [h0, h1])
      have := Complex.normSq_pos.mpr h1
      linarith
    · have := Complex.normSq_pos.mpr h0
      linarith
  · rintro E ⟨c, hc, h⟩
    have h0 := congrFun h 0
    have h1 := congrFun h 1
    simp [pairHamiltonian, pairOverlap, mulVec, dotProduct, Fin.sum_univ_two] at h0 h1
    -- even and odd combinations decouple
    have hp : (c 0 + c 1) * (3 * (E : ℂ) - 2) = 0 := by
      linear_combination (-2) * h0 + (-2) * h1
    have hm : (c 0 - c 1) * ((E : ℂ) + 2) = 0 := by
      linear_combination (-2) * h0 + 2 * h1
    have hE : E = 2 / 3 ∨ E = -2 := by
      rcases mul_eq_zero.mp hp with a | a
      · rcases mul_eq_zero.mp hm with b | b
        · have c0 : c 0 = 0 := by linear_combination (a + b) / 2
          have c1 : c 1 = 0 := by linear_combination (a - b) / 2
          exact absurd (by funext i; fin_cases i; exacts [c0, c1]) hc
        · have b' : E + 2 = 0 := by exact_mod_cast b
          right; linarith
      · have a' : 3 * E - 2 = 0 := by exact_mod_cast a
        left; linarith
    have q1 : quad 1 (residual pairHamiltonian pairOverlap ![1, -1] (-1)) = 1 / 2 := by
      rw [quad_one]
      simp [residual, pairHamiltonian, pairOverlap, Fin.sum_univ_two, Complex.normSq_apply]
      norm_num
    have q2 : quad pairOverlap ![1, -1] = 1 := by
      simp [quad, pairOverlap, mulVec, dotProduct, Fin.sum_univ_two]
      norm_num
    rw [q1, q2]
    rcases hE with rfl | rfl <;> norm_num

end

end GeneralizedResidualBound
```

```lean
#print axioms GeneralizedResidualBound.residual_bound
#print axioms GeneralizedResidualBound.residual_eq_of_eigenvector
#print axioms GeneralizedResidualBound.residual_rayleigh
#print axioms GeneralizedResidualBound.naive_bound_fails
```

```
'GeneralizedResidualBound.residual_bound' depends on axioms: [propext, Classical.choice, Quot.sound]
'GeneralizedResidualBound.residual_eq_of_eigenvector' depends on axioms: [propext, Classical.choice, Quot.sound]
'GeneralizedResidualBound.residual_rayleigh' depends on axioms: [propext, Classical.choice, Quot.sound]
'GeneralizedResidualBound.naive_bound_fails' depends on axioms: [propext, Classical.choice, Quot.sound]
```
